# The Poisson kernel with 0 ≤ r < 1 integrates to 2π over a one-dimensional Brillouin zone

The lemma `integral_kernel` says that for a real number r with 0 ≤ r < 1, the function (1 − r²)/(1 − 2r cos k + r²), known as the Poisson kernel, has integral 2π over k from 0 to 2π. In physical terms k is a dimensionless crystal momentum running over one Brillouin zone of a one-dimensional lattice, and the average of the kernel over the zone is 1. The statement involves no Hamiltonian, only this integral. The proof takes k + 2 arctan(r sin k/(1 − r cos k)) as an antiderivative, checks its derivative, and subtracts its values at the two ends of the zone.

This version doesn't compile in Lean 4 with Mathlib:

```lean
import Mathlib

open Filter Topology

namespace LatticeGreenImpurity

noncomputable section

/-- For `0 ≤ r < 1` the kernel `(1 - r²)/(1 - 2r cos k + r²)` integrates to `2π` over the
Brillouin zone. -/
theorem integral_kernel {r : ℝ} (h0 : 0 ≤ r) (h1 : r < 1) :
    ∫ k in (0 : ℝ)..(2 * Real.pi), (1 - r ^ 2) / (1 - 2 * r * Real.cos k + r ^ 2)
      = 2 * Real.pi := by
  have hc : ∀ k, r * Real.cos k ≤ r * 1 := fun k =>
    mul_le_mul_of_nonneg_left (Real.cos_le_one k) h0
  have hN : ∀ k, 0 < 1 - 2 * r * Real.cos k + r ^ 2 := fun k => by
    nlinarith [hc k, pow_pos (sub_pos.2 h1) 2]
  -- an antiderivative that is smooth on the whole zone
  have hderiv : ∀ k, HasDerivAt
      (fun k => k + 2 * Real.arctan (r * Real.sin k / (1 - r * Real.cos k)))
      ((1 - r ^ 2) / (1 - 2 * r * Real.cos k + r ^ 2)) k := by
    intro k
    have hD : 1 - r * Real.cos k ≠ 0 := by linarith [hc k]
    have hsc := Real.sin_sq_add_cos_sq k
    have hq := ((Real.hasDerivAt_sin k).const_mul r).fun_div
      (((Real.hasDerivAt_cos k).const_mul r).const_sub 1) hD
    have h := (hasDerivAt_id' k).fun_add (hq.arctan.const_mul 2)
    have key : 1 + 2 * (1 / (1 + (r * Real.sin k / (1 - r * Real.cos k)) ^ 2) *
        ((r * Real.cos k * (1 - r * Real.cos k) - r * Real.sin k * (-(r * -Real.sin k)))
          / (1 - r * Real.cos k) ^ 2))
        = (1 - r ^ 2) / (1 - 2 * r * Real.cos k + r ^ 2) := by
      have e1 : 1 + (r * Real.sin k / (1 - r * Real.cos k)) ^ 2
          = (1 - 2 * r * Real.cos k + r ^ 2) / (1 - r * Real.cos k) ^ 2 := by
        rw [eq_div_iff (pow_ne_zero 2 hD), div_pow, add_mul,
          div_mul_cancel₀ _ (pow_ne_zero 2 hD)]
        linear_combination r ^ 2 * hsc
      have e2 : r * Real.cos k * (1 - r * Real.cos k) - r * Real.sin k * (-(r * -Real.sin k))
          = r * Real.cos k - r ^ 2 := by
        linear_combination (-r ^ 2) * hsc
      rw [e1, e2, one_div_div, div_mul_div_cancel₀ (pow_ne_zero 2 hD) , eq_div_iff (hN k).ne']
      have e3 := div_mul_cancel₀ (r * Real.cos k - r ^ 2) (hN k).ne'
      linear_combination 2 * e3
    exact h.congr_deriv key
  have hcont : Continuous fun k => (1 - r ^ 2) / (1 - 2 * r * Real.cos k + r ^ 2) :=
    Continuous.div (by fun_prop) (by fun_prop) (fun k => (hN k).ne')
  rw [intervalIntegral.integral_eq_sub_of_hasDerivAt (fun k _ => hderiv k)
    (hcont.intervalIntegrable _ _)]
  simp

end

end LatticeGreenImpurity
```

The error:

```
Main.lean:40:31: error: Tactic `rewrite` failed: Did not find an occurrence of the pattern
  ?m.861 / (1 - r * Real.cos k) ^ 2 * ((1 - r * Real.cos k) ^ 2 / ?m.863)
in the target expression
  1 +
      2 *
        ((1 - r * Real.cos k) ^ 2 / (1 - 2 * r * Real.cos k + r ^ 2) *
          ((r * Real.cos k - r ^ 2) / (1 - r * Real.cos k) ^ 2)) =
    (1 - r ^ 2) / (1 - 2 * r * Real.cos k + r ^ 2)

r : ℝ
h0 : 0 ≤ r
h1 : r < 1
hc : ∀ (k : ℝ), r * Real.cos k ≤ r * 1
hN : ∀ (k : ℝ), 0 < 1 - 2 * r * Real.cos k + r ^ 2
k : ℝ
hD : 1 - r * Real.cos k ≠ 0
hsc : Real.sin k ^ 2 + Real.cos k ^ 2 = 1
hq :
  HasDerivAt (fun y => r * Real.sin y / (1 - r * Real.cos y))
    ((r * Real.cos k * (1 - r * Real.cos k) - r * Real.sin k * -(r * -Real.sin k)) / (1 - r * Real.cos k) ^ 2) k
h :
  HasDerivAt (fun i => i + 2 * Real.arctan (r * Real.sin i / (1 - r * Real.cos i)))
    (1 +
      2 *
        (1 / (1 + (r * Real.sin k / (1 - r * Real.cos k)) ^ 2) *
          ((r * Real.cos k * (1 - r * Real.cos k) - r * Real.sin k * -(r * -Real.sin k)) / (1 - r * Real.cos k) ^ 2)))
    k
e1 : 1 + (r * Real.sin k / (1 - r * Real.cos k)) ^ 2 = (1 - 2 * r * Real.cos k + r ^ 2) / (1 - r * Real.cos k) ^ 2
e2 : r * Real.cos k * (1 - r * Real.cos k) - r * Real.sin k * -(r * -Real.sin k) = r * Real.cos k - r ^ 2
⊢ 1 +
      2 *
        ((1 - r * Real.cos k) ^ 2 / (1 - 2 * r * Real.cos k + r ^ 2) *
          ((r * Real.cos k - r ^ 2) / (1 - r * Real.cos k) ^ 2)) =
    (1 - r ^ 2) / (1 - 2 * r * Real.cos k + r ^ 2)
```

Cause. The error comes in the check of the derivative, where a common factor has to be cancelled from a product of two fractions. Write c for (1 − r cos k)², N for 1 − 2r cos k + r² and M for r cos k − r². After the first three rewrites the goal contains c / N * (M / c), but `div_mul_div_cancel₀` looks for a product of the form a / c * (c / b), with c in the denominator of the first fraction and the numerator of the second. Here the fractions stand the other way round, and `rw` does not try swapping the factors of a product, so it finds no match.

The repair first rewrites with `mul_comm`, giving it c / _ as the first factor so that it swaps this product and not the outer multiplication by 2. The product becomes M / c * (c / N), which `div_mul_div_cancel₀` reduces to M / N, and the rest of the proof goes through as it was. The new line break and the removal of a stray space before a comma are mere tidying.

The change, after which it compiles:

```diff
@@ -38,5 +38,6 @@
           = r * Real.cos k - r ^ 2 := by
         linear_combination (-r ^ 2) * hsc
-      rw [e1, e2, one_div_div, div_mul_div_cancel₀ (pow_ne_zero 2 hD) , eq_div_iff (hN k).ne']
+      rw [e1, e2, one_div_div, mul_comm ((1 - r * Real.cos k) ^ 2 / _),
+        div_mul_div_cancel₀ (pow_ne_zero 2 hD), eq_div_iff (hN k).ne']
       have e3 := div_mul_cancel₀ (r * Real.cos k - r ^ 2) (hN k).ne'
       linear_combination 2 * e3
```
